# A fine enough grid integrates a polynomial of a band-limited density exactly

With the nonlinear core correction, the exchange-correlation energy is evaluated for the sum of the valence density and a partial core density. In many codes this energy is summed on a real-space grid. If the grid is too coarse, the energy changes as the density is displaced rigidly against it. This is the egg-box effect. The problems below find how many points are enough to remove it in a one-dimensional cell of unit length, for an energy density $F(f)$ that is polynomial in a band-limited density $f$. The local-density exchange energy density, proportional to $f^{4/3}$, is not polynomial, and the step from $F$ to such a functional is left open.

```lean
import Mathlib

open scoped Real

namespace NonlinearCoreEggBox

noncomputable section
```

Write $e_m(x)=e^{2\pi i m x}$, with $m$ an integer, for the plane wave `wave m`.

```lean
/-- The plane wave `exp(2πimx)` of integer frequency `m` in a cell of unit length. -/
def wave (m : ℤ) (x : ℝ) : ℂ := Complex.exp (2 * π * Complex.I * m * x)
```

Let $B_K$ be the complex span of the waves with $|m|\le K$, called `bandLimited K`. The total density $f$, valence plus partial core, is assumed to lie in such a space, which contains real-valued as well as complex functions. "Cutoff" here means the highest integer frequency, not a kinetic energy.

```lean
/-- The densities with cutoff `K`: complex combinations of plane waves with `|m| ≤ K`. -/
def bandLimited (K : ℕ) : Submodule ℂ (ℝ → ℂ) :=
  Submodule.span ℂ (wave '' {m : ℤ | |m| ≤ (K : ℤ)})
```

The grid average `gridAverage N g s` is $A_N[g](s)=\frac1N\sum_{j=0}^{N-1}g(j/N-s)$, where $s$ is the displacement of $g$.

```lean
/-- The average of `g` over `N ≥ 1` equally spaced grid points, with `g` displaced by `s`. -/
def gridAverage (N : ℕ) (g : ℝ → ℂ) (s : ℝ) : ℂ :=
  (∑ j ∈ Finset.range N, g ((j : ℝ) / (N : ℝ) - s)) / (N : ℂ)
```

## (a) Product of two waves

Show that frequencies add:
$$e_m e_n=e_{m+n}.$$

The exponents sum to $2\pi i(m+n)x$.

```lean
lemma wave_mul (m n : ℤ) : wave m * wave n = wave (m + n) := by
  ext x
  simp only [Pi.mul_apply, wave, ← Complex.exp_add]
  congr 1
  push_cast
  ring
```

## (b) Continuity of a wave

Show that $e_m$ is continuous.

It is the exponential of a linear function.

```lean
lemma continuous_wave (m : ℤ) : Continuous (wave m) := by
  unfold wave
  fun_prop
```

## (c) Waves below the cutoff

Show that $e_m\in B_K$ if $|m|\le K$.

It is one of the spanning waves.

```lean
lemma wave_mem {K : ℕ} {m : ℤ} (h : |m| ≤ (K : ℤ)) : wave m ∈ bandLimited K :=
  Submodule.subset_span ⟨m, h, rfl⟩
```

## (d) Raising the cutoff

Show that $B_K\subseteq B_L$ if $K\le L$.

Every wave that spans $B_K$ also satisfies $|m|\le L$.

```lean
lemma bandLimited_mono {K L : ℕ} (h : K ≤ L) : bandLimited K ≤ bandLimited L := by
  refine Submodule.span_mono ?_
  rintro _ ⟨m, hm, rfl⟩
  have hm' : |m| ≤ (K : ℤ) := hm
  exact ⟨m, hm'.trans (by exact_mod_cast h), rfl⟩
```

## (e) Continuity of a density

Show that every $g\in B_K$ is continuous.

It is a finite combination of continuous waves. In Lean, `span_induction` checks waves, zero, sums and scalar multiples in turn.

```lean
lemma continuous_of_mem {K : ℕ} {g : ℝ → ℂ} (hg : g ∈ bandLimited K) : Continuous g := by
  unfold bandLimited at hg
  induction hg using Submodule.span_induction with
  | mem g hg =>
    obtain ⟨m, _, rfl⟩ := hg
    exact continuous_wave m
  | zero => exact continuous_const
  | add g h _ _ ihg ihh => exact ihg.add ihh
  | smul a g _ ih => exact ih.const_smul a
```

## (f) Product of two densities

For $f\in B_K$ and $g\in B_L$, show that cutoffs add:
$$fg\in B_{K+L}.$$

With $f=\sum_m a_me_m$ and $g=\sum_n b_ne_n$, (a) gives $fg=\sum_{m,n}a_mb_n\,e_{m+n}$, and $|m+n|\le K+L$. The expansion is `Submodule.span_mul_span`.

```lean
/-- Multiplying two densities adds their cutoffs. -/
theorem mul_mem_bandLimited {K L : ℕ} {f g : ℝ → ℂ} (hf : f ∈ bandLimited K)
    (hg : g ∈ bandLimited L) : f * g ∈ bandLimited (K + L) := by
  have h := Submodule.mul_mem_mul hf hg
  unfold bandLimited at h
  rw [Submodule.span_mul_span] at h
  refine Submodule.span_mono ?_ h
  rintro _ ⟨_, ⟨m, hm, rfl⟩, _, ⟨n, hn, rfl⟩, rfl⟩
  have hm' := abs_le.mp (show |m| ≤ (K : ℤ) from hm)
  have hn' := abs_le.mp (show |n| ≤ (L : ℤ) from hn)
  have hmn : |m + n| ≤ ((K + L : ℕ) : ℤ) :=
    abs_le.mpr ⟨by push_cast; omega, by push_cast; omega⟩
  exact ⟨m + n, hmn, (wave_mul m n).symm⟩
```

## (g) Polynomial of a density

Let $f\in B_M$ and let $F$ have degree $d$ (`F.natDegree`, which is 0 for the zero polynomial). Show that
$$F(f)\in B_{dM}.$$

First, $f^0=e_0\in B_0$. If $f^p\in B_{pM}$, then $f^{p+1}=f^pf\in B_{(p+1)M}$ by (f). In $F(f)=\sum_{i=0}^{d}c_if^i$ each term lies in $B_{iM}\subseteq B_{dM}$ by (d).

```lean
/-- A polynomial `F` of a density with cutoff `M` has cutoff `deg F · M`. -/
theorem polynomial_mem_bandLimited {M : ℕ} {f : ℝ → ℂ} (hf : f ∈ bandLimited M)
    (F : Polynomial ℂ) : (fun x => F.eval (f x)) ∈ bandLimited (F.natDegree * M) := by
  have hpow : ∀ p : ℕ, f ^ p ∈ bandLimited (p * M) := by
    intro p
    induction p with
    | zero =>
      have h1 : f ^ 0 = wave 0 := by
        ext x
        simp [wave]
      rw [h1]
      exact wave_mem (by simp)
    | succ p ih =>
      rw [pow_succ, add_mul, one_mul]
      exact mul_mem_bandLimited ih hf
  have hF : (fun x => F.eval (f x)) =
      ∑ i ∈ Finset.range (F.natDegree + 1), F.coeff i • f ^ i := by
    ext x
    simp [Polynomial.eval_eq_sum_range, Finset.sum_apply]
  rw [hF]
  refine Submodule.sum_mem _ fun i hi => Submodule.smul_mem _ _ ?_
  have hi' : i ≤ F.natDegree := by
    have := Finset.mem_range.mp hi
    omega
  exact bandLimited_mono (Nat.mul_le_mul_right M hi') (hpow i)
```

## (h) Cell integral of a wave

For $m\ne0$, show that
$$\int_0^1e_m(x)\,dx=0.$$

The integral is $(e^{2\pi im}-1)/(2\pi im)$, and $e^{2\pi im}=1$.

```lean
lemma integral_wave {m : ℤ} (hm : m ≠ 0) : ∫ x in (0 : ℝ)..1, wave m x = 0 := by
  have hc : 2 * π * Complex.I * (m : ℂ) ≠ 0 :=
    mul_ne_zero Complex.two_pi_I_ne_zero (by exact_mod_cast hm)
  have h1 : Complex.exp (2 * π * Complex.I * (m : ℂ)) = 1 := by
    rw [mul_comm]
    exact Complex.exp_int_mul_two_pi_mul_I m
  simp only [wave]
  rw [integral_exp_mul_complex hc, Complex.ofReal_one, Complex.ofReal_zero, mul_one,
    mul_zero, h1, Complex.exp_zero, sub_self, zero_div]
```

## (i) Grid average of a wave

For $0<|m|<N$ and every $s$, show that
$$A_N[e_m](s)=0.$$

Put $z=e^{2\pi im/N}$. Then $e_m(j/N-s)=e_m(-s)\,z^j$ (`hterm`). If $z$ were 1, $m$ would be a multiple of $N$, which the bounds on $m$ exclude (`hz`). Since $z^N=1$ (`hpow`), the geometric sum gives
$$A_N[e_m](s)=\frac{e_m(-s)}{N}\,\frac{z^N-1}{z-1}=0.$$

```lean
/-- A nonconstant plane wave with `|m| < N` averages to zero on the grid for every shift. -/
theorem gridAverage_wave {N : ℕ} {m : ℤ} (h0 : m ≠ 0) (hm : |m| < (N : ℤ)) (s : ℝ) :
    gridAverage N (wave m) s = 0 := by
  have hNpos : (0 : ℤ) < N := lt_of_le_of_lt (abs_nonneg m) hm
  have hN : (N : ℂ) ≠ 0 := by exact_mod_cast hNpos.ne'
  -- the phase between neighbouring grid points is a nontrivial root of unity
  have hz : Complex.exp (2 * π * Complex.I * m / N) ≠ 1 := by
    intro h
    obtain ⟨n, hn⟩ := Complex.exp_eq_one_iff.mp h
    rw [div_eq_iff hN] at hn
    have hmn : (m : ℂ) = n * N := by
      apply mul_left_cancel₀ Complex.two_pi_I_ne_zero
      linear_combination hn
    have hmn' : m = n * N := by exact_mod_cast hmn
    obtain ⟨h1, h2⟩ := abs_lt.mp hm
    rcases lt_trichotomy n 0 with h | h | h
    · nlinarith
    · exact h0 (by rw [hmn', h, zero_mul])
    · nlinarith
  have hpow : Complex.exp (2 * π * Complex.I * m / N) ^ N = 1 := by
    rw [← Complex.exp_nat_mul, mul_div_cancel₀ _ hN, mul_comm]
    exact Complex.exp_int_mul_two_pi_mul_I m
  have hterm : ∀ j : ℕ, wave m ((j : ℝ) / (N : ℝ) - s) =
      wave m (-s) * Complex.exp (2 * π * Complex.I * m / N) ^ j := by
    intro j
    rw [← Complex.exp_nat_mul]
    simp only [wave, ← Complex.exp_add]
    congr 1
    push_cast
    ring
  simp only [gridAverage, hterm]
  rw [← Finset.mul_sum, geom_sum_eq hz, hpow]
  simp
```

## (j) Exactness for a polynomial energy density

For $f\in B_M$, $\deg F=d$ and $N>dM$, show that for every $s$
$$A_N[F(f)](s)=\int_0^1F(f(x))\,dx.$$

By (g), $F(f)=\sum_{|m|\le dM}a_me_m$. The constant wave contributes $a_0$ to both sides; all others contribute zero, by (h) and (i). In Lean, `key` proves this by induction over the span, using (e) to split the integral of a sum.

```lean
/-- For a density `f` with cutoff `M` and a polynomial energy density `F`, a grid with
`N > deg F · M` points gives the exact cell integral of `F(f)` for every shift `s`. -/
theorem gridAverage_polynomial {M N : ℕ} {f : ℝ → ℂ} (hf : f ∈ bandLimited M)
    (F : Polynomial ℂ) (hN : F.natDegree * M < N) (s : ℝ) :
    gridAverage N (fun x => F.eval (f x)) s = ∫ x in (0 : ℝ)..1, F.eval (f x) := by
  have hN0 : (N : ℂ) ≠ 0 := by exact_mod_cast (Nat.zero_lt_of_lt hN).ne'
  -- both averages are linear, so plane waves suffice
  have key : ∀ g ∈ bandLimited (F.natDegree * M),
      gridAverage N g s = ∫ x in (0 : ℝ)..1, g x := by
    intro g hg
    unfold bandLimited at hg
    induction hg using Submodule.span_induction with
    | mem g hg =>
      obtain ⟨m, hm, rfl⟩ := hg
      have hm' : |m| ≤ ((F.natDegree * M : ℕ) : ℤ) := hm
      by_cases h0 : m = 0
      · subst h0
        simp [gridAverage, wave, hN0]
      · rw [gridAverage_wave h0 (hm'.trans_lt (by exact_mod_cast hN)) s, integral_wave h0]
    | zero => simp [gridAverage]
    | add g h hg hh ihg ihh =>
      have cg : Continuous g := continuous_of_mem hg
      have ch : Continuous h := continuous_of_mem hh
      simp only [Pi.add_apply]
      rw [intervalIntegral.integral_add (cg.intervalIntegrable 0 1)
        (ch.intervalIntegrable 0 1), ← ihg, ← ihh]
      simp only [gridAverage, Pi.add_apply, Finset.sum_add_distrib, add_div]
    | smul a g _ ih =>
      simp only [Pi.smul_apply, smul_eq_mul]
      rw [intervalIntegral.integral_const_mul, ← ih]
      simp only [gridAverage, Pi.smul_apply, smul_eq_mul, ← Finset.mul_sum, mul_div_assoc]
  exact key _ (polynomial_mem_bandLimited hf F)
```

## (k) Exactness for a power

For $f\in B_M$ and $N>pM$, show that for every $s$
$$A_N[f^p](s)=\int_0^1f(x)^p\,dx.$$

Take $F=X^p$ in (j).

```lean
/-- The grid average of the `p`-th power of a density with cutoff `M` is exact for every
shift when `N > pM`. -/
theorem gridAverage_pow {M N p : ℕ} {f : ℝ → ℂ} (hf : f ∈ bandLimited M)
    (hN : p * M < N) (s : ℝ) :
    gridAverage N (fun x => f x ^ p) s = ∫ x in (0 : ℝ)..1, f x ^ p := by
  simpa using gridAverage_polynomial hf (Polynomial.X ^ p) (by simpa using hN) s
```

## (l) Two opposite waves

Show that
$$e_m(x)+e_{-m}(x)=2\cos(2\pi mx).$$

This is Euler's formula.

```lean
lemma wave_add_wave_neg (m : ℤ) (x : ℝ) :
    wave m x + wave (-m) x = 2 * Complex.cos (2 * π * m * x) := by
  simp only [wave, Complex.cos]
  push_cast
  rw [show 2 * π * Complex.I * (m : ℂ) * x = 2 * π * m * x * Complex.I by ring,
    show 2 * π * Complex.I * (-(m : ℂ)) * x = -(2 * π * m * x) * Complex.I by ring]
  ring
```

## (m) Aliasing

For $N\ge1$ and $m=kN$ with $k$ an integer, show that
$$A_N[e_m](s)=e_m(-s).$$

Each term is $e_m(j/N-s)=e^{2\pi ikj}e_m(-s)=e_m(-s)$. The grid sees a constant, whose phase depends on the displacement if $k\ne0$.

```lean
lemma gridAverage_alias {N : ℕ} (hN : 0 < N) {m k : ℤ} (h : m = k * N) (s : ℝ) :
    gridAverage N (wave m) s = wave m (-s) := by
  have hN0 : (N : ℂ) ≠ 0 := by exact_mod_cast hN.ne'
  have hterm : ∀ j : ℕ, wave m ((j : ℝ) / (N : ℝ) - s) = wave m (-s) := by
    intro j
    simp only [wave]
    rw [show 2 * π * Complex.I * (m : ℂ) * (((j : ℝ) / (N : ℝ) - s : ℝ) : ℂ) =
      2 * π * Complex.I * m * ((-s : ℝ) : ℂ) + ((k * j : ℤ) : ℂ) * (2 * π * Complex.I) by
        rw [h]
        push_cast
        field_simp
        ring, Complex.exp_add, Complex.exp_int_mul_two_pi_mul_I, mul_one]
  simp only [gridAverage, hterm, Finset.sum_const, Finset.card_range, nsmul_eq_mul]
  exact mul_div_cancel_left₀ _ hN0
```

## (n) Extreme harmonics of a power

For $M\ge1$, $p\ge0$ and $K=(p+1)M-1$, find $r\in B_K$ with
$$(e_M+e_{-M})^{p+1}=e_{(p+1)M}+e_{-(p+1)M}+r.$$

For $p=0$ take $r=0$. For the step, put $n=(p+1)M$ and multiply by $e_M+e_{-M}$:
$$e_{n+M}+e_{-(n+M)}+\bigl[e_{pM}+e_{-pM}+r\,(e_M+e_{-M})\bigr].$$
The bracket is the new remainder. Its three terms have cutoff at most $n+M-1$ (`ha`, `hb`, `hc`).

```lean
/-- For `M ≥ 1`, the power `p + 1` of `wave M + wave (-M)` consists of the two harmonics
`±(p + 1)M` and a remainder with cutoff `(p + 1)M - 1`. -/
theorem extreme_harmonics {M : ℕ} (hM : 0 < M) (p K : ℕ) (hK : K + 1 = (p + 1) * M) :
    ∃ r ∈ bandLimited K, (wave M + wave (-M)) ^ (p + 1) =
      wave (((p + 1) * M : ℕ) : ℤ) + wave (-(((p + 1) * M : ℕ) : ℤ)) + r := by
  induction p generalizing K with
  | zero => exact ⟨0, Submodule.zero_mem _, by simp⟩
  | succ p ih =>
    have e1 : (p + 1 + 1) * M = p * M + M + M := by ring
    have e2 : (p + 1) * M = p * M + M := by ring
    obtain ⟨L, rfl⟩ : ∃ L, K = L + M := ⟨K - M, by omega⟩
    obtain ⟨r, hr, hE⟩ := ih L (by omega)
    have hp : p * M ≤ L + M := by omega
    have ha : wave (((p + 1) * M : ℕ) : ℤ) * wave (-M) ∈ bandLimited (L + M) := by
      rw [wave_mul, show (((p + 1) * M : ℕ) : ℤ) + -(M : ℤ) = ((p * M : ℕ) : ℤ) by
        push_cast; ring]
      exact wave_mem (by rw [Nat.abs_cast]; exact_mod_cast hp)
    have hb : wave (-(((p + 1) * M : ℕ) : ℤ)) * wave M ∈ bandLimited (L + M) := by
      rw [wave_mul, show -(((p + 1) * M : ℕ) : ℤ) + (M : ℤ) = -((p * M : ℕ) : ℤ) by
        push_cast; ring]
      exact wave_mem (by rw [abs_neg, Nat.abs_cast]; exact_mod_cast hp)
    have hc : r * (wave M + wave (-M)) ∈ bandLimited (L + M) :=
      mul_mem_bandLimited hr
        (Submodule.add_mem _ (wave_mem (by simp)) (wave_mem (by simp)))
    refine ⟨_, Submodule.add_mem _ (Submodule.add_mem _ ha hb) hc, ?_⟩
    have h1 : wave (((p + 1 + 1) * M : ℕ) : ℤ) =
        wave (((p + 1) * M : ℕ) : ℤ) * wave M := by
      rw [wave_mul]
      congr 1
      push_cast
      ring
    have h2 : wave (-(((p + 1 + 1) * M : ℕ) : ℤ)) =
        wave (-(((p + 1) * M : ℕ) : ℤ)) * wave (-M) := by
      rw [wave_mul]
      congr 1
      push_cast
      ring
    rw [pow_succ, hE, h1, h2]
    ring
```

## (o) Ripple at the threshold

For $p,M\ge1$ and $N=pM$, show that
$$A_N[\cos^p(2\pi Mx)](s)=\int_0^1\cos^p(2\pi Mx)\,dx+\frac{2\cos(2\pi Ns)}{2^p}.$$

By (l) and (n), $\cos^p(2\pi Mx)=(e_N+e_{-N}+r)/2^p$ with $r\in B_{N-1}$; Lean writes $p$ as `q + 1`. By (j) with $F=X$, $r$ is integrated exactly (`hrE`). The waves $e_{\pm N}$ integrate to zero by (h), but by (m) their grid averages add up to $e_N(-s)+e_{-N}(-s)=2\cos(2\pi Ns)$ (`hw`). The ripple repeats with the grid spacing $1/N$. The cosine takes negative values, so it is not a physical density. The $p$-th power of the non-negative density $1+\cos(2\pi Mx)$ has the same ripple: in its binomial expansion, the powers of the cosine below $p$ are integrated exactly by (k).

```lean
/-- At `N = pM` with `p, M ≥ 1`, the grid average of `cos(2πMx)^p` displaced by `s` differs from its
integral by the egg-box ripple `2 cos(2πNs) / 2^p`. -/
theorem ripple_at_threshold {p M : ℕ} (hp : 0 < p) (hM : 0 < M) (s : ℝ) :
    gridAverage (p * M) (fun x => Complex.cos (2 * π * M * x) ^ p) s =
      (∫ x in (0 : ℝ)..1, Complex.cos (2 * π * M * x) ^ p) +
        2 * Complex.cos (2 * π * ((p * M : ℕ) : ℂ) * s) / 2 ^ p := by
  obtain ⟨q, rfl⟩ : ∃ q, p = q + 1 := ⟨p - 1, by omega⟩
  have hN : 0 < (q + 1) * M := Nat.mul_pos hp hM
  obtain ⟨K, hK⟩ : ∃ K, K + 1 = (q + 1) * M := ⟨(q + 1) * M - 1, by omega⟩
  obtain ⟨r, hr, hE⟩ := extreme_harmonics hM q K hK
  generalize (q + 1) * M = N at *
  have hcos : ∀ x : ℝ, Complex.cos (2 * π * M * x) ^ (q + 1) =
      (wave N x + wave (-N) x + r x) / 2 ^ (q + 1) := by
    intro x
    have h := congrFun hE x
    simp only [Pi.pow_apply, Pi.add_apply] at h
    rw [wave_add_wave_neg, Int.cast_natCast] at h
    rw [← h, mul_pow, mul_div_cancel_left₀ _ (pow_ne_zero _ two_ne_zero)]
  -- the remainder is integrated exactly
  have hrE : gridAverage N r s = ∫ x in (0 : ℝ)..1, r x := by
    simpa using gridAverage_polynomial hr Polynomial.X
      (by rw [Polynomial.natDegree_X, one_mul]; omega) s
  -- the extreme harmonics are aliased to a ripple
  have hw : gridAverage N (wave N) s + gridAverage N (wave (-N)) s =
      2 * Complex.cos (2 * π * (N : ℂ) * s) := by
    rw [gridAverage_alias hN (k := 1) (by ring), gridAverage_alias hN (k := -1) (by ring),
      wave_add_wave_neg, Int.cast_natCast, Complex.ofReal_neg, mul_neg, Complex.cos_neg]
  have hg : gridAverage N (fun x => (wave N x + wave (-N) x + r x) / 2 ^ (q + 1)) s =
      (gridAverage N (wave N) s + gridAverage N (wave (-N)) s + gridAverage N r s)
        / 2 ^ (q + 1) := by
    simp only [gridAverage, ← Finset.sum_div, Finset.sum_add_distrib]
    ring
  have hNz : (N : ℤ) ≠ 0 := by exact_mod_cast hN.ne'
  have hc : Continuous (fun x => wave N x + wave (-N) x) :=
    (continuous_wave _).add (continuous_wave _)
  have hi : ∫ x in (0 : ℝ)..1, (wave N x + wave (-N) x + r x) / 2 ^ (q + 1) =
      (∫ x in (0 : ℝ)..1, r x) / 2 ^ (q + 1) := by
    rw [intervalIntegral.integral_div, intervalIntegral.integral_add
      (hc.intervalIntegrable 0 1) ((continuous_of_mem hr).intervalIntegrable 0 1),
      intervalIntegral.integral_add ((continuous_wave _).intervalIntegrable 0 1)
      ((continuous_wave _).intervalIntegrable 0 1), integral_wave hNz,
      integral_wave (neg_ne_zero.mpr hNz), add_zero, zero_add]
  simp only [hcos]
  rw [hg, hi, hrE]
  linear_combination hw / 2 ^ (q + 1)
```

## (p) Squared cosine on two points

Show that
$$A_2[\cos^2(2\pi x)](s)=\frac{1+\cos(4\pi s)}2.$$

At $x=-s$ and $x=\tfrac12-s$ the cosine is $\cos(2\pi s)$ and $-\cos(2\pi s)$. The mean square is $\cos^2(2\pi s)$, and the double-angle formula gives the result.

This is a counter-example to (k) with $N>pM$ weakened to $N\ge pM$: the average is 1 at $s=0$ and 0 at $s=\tfrac14$, while the integral is $\tfrac12$. With three points, (k) gives $\tfrac12$ at every displacement.

```lean
/-- On two grid points the average of `cos(2πx)^2` displaced by `s` is
`(1 + cos(4πs)) / 2`. -/
theorem cos_sq_two_points (s : ℝ) :
    gridAverage 2 (fun x => Complex.cos (2 * π * x) ^ 2) s =
      (1 + Complex.cos (4 * π * s)) / 2 := by
  have h0 : Complex.cos (2 * π * ((((0 : ℕ) : ℝ) / ((2 : ℕ) : ℝ) - s : ℝ) : ℂ)) =
      Complex.cos (2 * π * s) := by
    rw [← Complex.cos_neg (2 * π * s)]
    congr 1
    push_cast
    ring
  have h1 : Complex.cos (2 * π * ((((1 : ℕ) : ℝ) / ((2 : ℕ) : ℝ) - s : ℝ) : ℂ)) =
      -Complex.cos (2 * π * s) := by
    rw [← Complex.cos_pi_sub]
    congr 1
    push_cast
    ring
  simp only [gridAverage, Finset.sum_range_succ, Finset.sum_range_zero]
  rw [h0, h1, show 4 * π * (s : ℂ) = 2 * (2 * π * s) by ring, Complex.cos_two_mul]
  push_cast
  ring

end

end NonlinearCoreEggBox
```

```lean
#print axioms NonlinearCoreEggBox.gridAverage_polynomial
-- 'NonlinearCoreEggBox.gridAverage_polynomial' depends on axioms: [propext, Classical.choice, Quot.sound]
#print axioms NonlinearCoreEggBox.gridAverage_pow
-- 'NonlinearCoreEggBox.gridAverage_pow' depends on axioms: [propext, Classical.choice, Quot.sound]
#print axioms NonlinearCoreEggBox.ripple_at_threshold
-- 'NonlinearCoreEggBox.ripple_at_threshold' depends on axioms: [propext, Classical.choice, Quot.sound]
#print axioms NonlinearCoreEggBox.cos_sq_two_points
-- 'NonlinearCoreEggBox.cos_sq_two_points' depends on axioms: [propext, Classical.choice, Quot.sound]
```
